# GHZ and two Bell pairs share all one-qubit marginals, yet no local unitary connects them

## Two qubits: a determinant detects entanglement

Write $e_{ab}$ for the basis vector of two qubits with labels $a,b\in\{0,1\}$. Two one-qubit matrices $A$ and $C$, acting on the first and the second qubit of $e_{00}$, give a vector with amplitudes $A_{a0}C_{b0}$. Arranged as a 2 by 2 matrix with row $a$ and column $b$, these amplitudes have determinant zero. The Bell vector $(e_{00}+e_{11})/\sqrt2$ has amplitude matrix $I/\sqrt2$, with determinant $1/2$. No local operation therefore turns $e_{00}$ into the Bell vector.

For two qubits the one-qubit reduced matrices already see this difference. Moreover, if the reduced matrix of the first qubit is $I/2$, the amplitude matrix $M$ satisfies $MM^\dagger=I/2$. Then $U=\sqrt2\,M$ is unitary, and the vector is $U\otimes I$ applied to the Bell vector. All two-qubit vectors with this marginal are thus related by local unitaries.

With four qubits this is no longer so, and the determinant test, applied to pairs of qubits, shows it.

## Two four-qubit vectors that look alike one qubit at a time

Number the qubits 0, 1, 2, 3, and let $s=(s_0,s_1,s_2,s_3)$ be a configuration of labels. The two vectors are

$$G=\frac{e_{0000}+e_{1111}}{\sqrt2},\qquad B=\frac{e_{00}+e_{11}}{\sqrt2}\otimes\frac{e_{00}+e_{11}}{\sqrt2}.$$

The amplitudes of $B$ are $\tfrac12\delta_{s_0s_1}\delta_{s_2s_3}$. The reduced matrix of qubit $k$ in a state $\psi$ has entries

$$\rho^{(k)}_{ij}=\sum_{s:\,s_k=i}\psi(s)\,\overline{\psi(s')},$$

where $s'$ is $s$ with entry $k$ replaced by $j$.

If $i\neq j$, then $s'$ differs from $s$ in one label. Changing one label of 0000 or 1111 leaves the support of $G$, and changing one label of a configuration in the support of $B$ breaks one of its pairs. All off-diagonal entries vanish. On the diagonal, $G$ has one configuration with $s_k=i$, of weight $1/2$, and $B$ has two, each of weight $1/4$. Every one-qubit reduced matrix is $I/2$ for both vectors.

For these two four-qubit pure states, any quantity computed from single-site density matrices, such as a single-site entropy, is the same, although the entanglement is arranged differently.

## What is proved about local operators

The theorem `equal_marginals_not_locally_equivalent` says that all four reduced matrices of both vectors equal $I/2$, and that for any four one-qubit unitaries $U_0,\dots,U_3$ the operator $U_0\otimes U_1\otimes U_2\otimes U_3$ maps neither vector to the other. It has no further hypotheses. A global phase gives no way round it, since a phase can be absorbed into one of the unitaries.

The objects in the file correspond to the physics as follows.

- `Config` is the type of label assignments, and a state vector is a function `Config → ℂ`.
- `ghz` and `bellPairs` are $G$ and $B$, both normalised; `amp` is $1/\sqrt2$.
- `marginal ψ k` is the matrix $\rho^{(k)}$ above, with the complex conjugate on the amplitude carrying the column label $j$.
- `localOp A` is the tensor product of four one-qubit matrices: its entry between $s$ and $t$ is $\prod_k (A_k)_{s_kt_k}$. The symbol `*ᵥ` applies it to a vector.
- `Matrix.unitaryGroup (Fin 2) ℂ` is the group of 2 by 2 unitaries.

Two intermediate theorems, `localOp_bellPairs_ne_ghz` and `localOp_ghz_ne_bellPairs`, are stronger: they exclude four arbitrary 2 by 2 matrices, including non-invertible ones. Such matrices describe local filtering, where each qubit undergoes one chosen measurement outcome. Rescaling the result to unit norm is covered too, because the factor can be put into one of the matrices.

The statements concern these two pure states and operators that are a single tensor product over the four qubits. Gates acting jointly on several qubits are not restricted, and there is no classification of four-qubit states.

## From the Bell pairs to GHZ: a 2 by 2 minor

Apply $A_0\otimes A_1\otimes A_2\otimes A_3$ to $B$. The amplitude at $(a,b,c,d)$ is $f(a,b)\,g(c,d)$ with

$$f(a,b)=\tfrac12\sum_i (A_0)_{ai}(A_1)_{bi},\qquad g(c,d)=\sum_j (A_2)_{cj}(A_3)_{dj}.$$

If this were $G$, the amplitudes at 0000, 1111 and 0011 would give

$$f(0,0)g(0,0)=\tfrac1{\sqrt2},\quad f(1,1)g(1,1)=\tfrac1{\sqrt2},\quad f(0,0)g(1,1)=0.$$

The product of the first two is $1/2$. Regrouped, it is $f(0,0)g(1,1)\cdot f(1,1)g(0,0)=0$, a contradiction.

## From GHZ to the Bell pairs: a 3 by 3 minor

For unitaries the reverse direction follows by inverting the operator. Arbitrary matrices need not have an inverse, and comparing the entanglement across the cut between qubits 0, 1 and qubits 2, 3 does not settle the matter by itself: $B$ is a product there, and a non-invertible local operator can turn an entangled vector into a product.

Group qubits 0 and 2 against qubits 1 and 3 instead. The image of $G$ has amplitudes

$$x(a,c)\,u(b,d)+y(a,c)\,v(b,d),$$

where

$$x(a,c)=\tfrac1{\sqrt2}(A_0)_{a0}(A_2)_{c0},\qquad u(b,d)=(A_1)_{b0}(A_3)_{d0},$$

and $y$, $v$ are the same expressions with column 1 in place of column 0. Read this as a matrix with row $(a,c)$ and column $(b,d)$. Every column is a combination of the two vectors $x$ and $y$, so any three columns are linearly dependent and every 3 by 3 minor vanishes.

The amplitudes of $B$ in the same arrangement are $\tfrac12\delta_{ab}\delta_{cd}$, which is half the 4 by 4 identity. Its minor on the labels 00, 01, 10 is $(1/2)^3=1/8$. The image of $G$ therefore cannot be $B$.

## The Lean file

The file numbers the qubits from 0 to 3, as above, and writes 01|23 for the cut between qubits 0, 1 and qubits 2, 3.

```lean
import Mathlib

open Matrix ComplexConjugate

namespace FourQubitMarginals

noncomputable section

/-- A configuration assigns a basis label 0 or 1 to each of the four qubits. -/
abbrev Config := Fin 4 → Fin 2

/-- The computational basis vector with labels `t`. -/
def ket (t : Config) : Config → ℂ := fun s => if s = t then 1 else 0

/-- The amplitude `1/√2`. -/
def amp : ℂ := (((√2)⁻¹ : ℝ) : ℂ)

/-- The four-qubit GHZ vector `(e0000 + e1111)/√2`. -/
def ghz : Config → ℂ := amp • (ket ![0, 0, 0, 0] + ket ![1, 1, 1, 1])

/-- The coefficients of the two-qubit Bell vector `(e00 + e11)/√2`. -/
def bell (i j : Fin 2) : ℂ := if i = j then amp else 0

/-- Two Bell pairs, one on the first two qubits and one on the last two. -/
def bellPairs : Config → ℂ := fun s => bell (s 0) (s 1) * bell (s 2) (s 3)

/-- The reduced matrix of qubit `k`: the partial trace of `|ψ⟩⟨ψ|` over the other three. -/
def marginal (ψ : Config → ℂ) (k : Fin 4) : Matrix (Fin 2) (Fin 2) ℂ :=
  Matrix.of fun i j => ∑ s : Config with s k = i, ψ s * conj (ψ (Function.update s k j))

/-- The tensor product of four one-qubit operators. -/
def localOp (A : Fin 4 → Matrix (Fin 2) (Fin 2) ℂ) : Matrix Config Config ℂ :=
  Matrix.of fun s t => ∏ k, A k (s k) (t k)

lemma amp_mul_amp : amp * amp = 1 / 2 := by
  unfold amp
  rw [← Complex.ofReal_mul, ← mul_inv, Real.mul_self_sqrt (by norm_num)]
  norm_num

lemma conj_amp : conj amp = amp := Complex.conj_ofReal _

/-- Let the amplitudes be `c` times natural numbers `N s`. If for every qubit the corresponding sums
of natural numbers are `m` on the diagonal and 0 off it, and `c * conj c * m = 1/2`, then every
one-qubit reduced matrix is `I/2`. -/
theorem marginal_of_pattern (c : ℂ) (N : Config → ℕ) (m : ℕ)
    (hN : ∀ (k : Fin 4) (i j : Fin 2),
      ∑ s : Config with s k = i, N s * N (Function.update s k j) = if i = j then m else 0)
    (hc : c * conj c * (m : ℂ) = 1 / 2) (k : Fin 4) :
    marginal (fun s => c * (N s : ℂ)) k = (1 / 2 : ℂ) • 1 := by
  ext i j
  have h := congrArg (Nat.cast : ℕ → ℂ) (hN k i j)
  push_cast at h
  have e : marginal (fun s => c * (N s : ℂ)) k i j = c * conj c *
      ∑ s : Config with s k = i, (N s : ℂ) * (N (Function.update s k j) : ℂ) := by
    simp only [marginal, Matrix.of_apply, map_mul, map_natCast, Finset.mul_sum]
    refine Finset.sum_congr rfl fun s _ => ?_
    ring
  rw [e, h, Matrix.smul_apply, Matrix.one_apply]
  split_ifs
  · rw [hc]; simp
  · simp

/-- Every one-qubit reduced matrix of the GHZ vector is `I/2`. -/
theorem marginal_ghz (k : Fin 4) : marginal ghz k = (1 / 2 : ℂ) • 1 := by
  have e : ghz = fun s => amp * (((if s = ![0, 0, 0, 0] then 1 else 0) +
      (if s = ![1, 1, 1, 1] then 1 else 0) : ℕ) : ℂ) := by
    funext s
    simp [ghz, ket]
  rw [e]
  exact marginal_of_pattern amp (fun s => (if s = ![0, 0, 0, 0] then 1 else 0) +
    (if s = ![1, 1, 1, 1] then 1 else 0)) 1 (by decide +kernel)
    (by rw [conj_amp, amp_mul_amp]; norm_num) k

/-- Every one-qubit reduced matrix of the two Bell pairs is `I/2`. -/
theorem marginal_bellPairs (k : Fin 4) : marginal bellPairs k = (1 / 2 : ℂ) • 1 := by
  have e : bellPairs = fun s => (amp * amp) * (((if s 0 = s 1 then 1 else 0) *
      (if s 2 = s 3 then 1 else 0) : ℕ) : ℂ) := by
    funext s
    simp only [bellPairs, bell]
    split_ifs <;> simp
  rw [e]
  exact marginal_of_pattern (amp * amp) (fun s => (if s 0 = s 1 then 1 else 0) *
    (if s 2 = s 3 then 1 else 0)) 2 (by decide +kernel)
    (by rw [map_mul, conj_amp, amp_mul_amp]; norm_num) k

/-- The two Bell pairs written out in the computational basis. -/
theorem bellPairs_eq : bellPairs = (1 / 2 : ℂ) •
    (ket ![0, 0, 0, 0] + ket ![0, 0, 1, 1] + ket ![1, 1, 0, 0] + ket ![1, 1, 1, 1]) := by
  have h : ∀ s : Config, (if s = ![0, 0, 0, 0] then 1 else 0) +
      (if s = ![0, 0, 1, 1] then 1 else 0) + (if s = ![1, 1, 0, 0] then 1 else 0) +
      (if s = ![1, 1, 1, 1] then 1 else 0) =
      (if s 0 = s 1 then 1 else 0) * (if s 2 = s 3 then 1 else 0 : ℕ) := by
    decide +kernel
  funext s
  have hc := congrArg (Nat.cast : ℕ → ℂ) (h s)
  push_cast at hc
  simp only [bellPairs, bell, ket, Pi.smul_apply, Pi.add_apply, smul_eq_mul]
  rw [hc]
  split_ifs <;> simp [amp_mul_amp]

/-- A local operator sends a basis vector to a product vector. -/
theorem localOp_ket (A : Fin 4 → Matrix (Fin 2) (Fin 2) ℂ) (a b c d : Fin 2) :
    localOp A *ᵥ ket ![a, b, c, d] =
      fun s => A 0 (s 0) a * A 1 (s 1) b * A 2 (s 2) c * A 3 (s 3) d := by
  funext s
  simp [localOp, ket, Matrix.mulVec, dotProduct, Fin.prod_univ_four]

/-- No tensor product of four one-qubit operators, unitary or not, turns the two Bell pairs
into the GHZ vector. -/
theorem localOp_bellPairs_ne_ghz (A : Fin 4 → Matrix (Fin 2) (Fin 2) ℂ) :
    localOp A *ᵥ bellPairs ≠ ghz := by
  intro h
  -- the image factorises across the cut 01|23
  obtain ⟨f, g, e⟩ : ∃ f g : Fin 2 → Fin 2 → ℂ,
      ∀ a b c d, f a b * g c d = ghz ![a, b, c, d] := by
    refine ⟨fun a b => 1 / 2 * (A 0 a 0 * A 1 b 0 + A 0 a 1 * A 1 b 1),
      fun c d => A 2 c 0 * A 3 d 0 + A 2 c 1 * A 3 d 1, fun a b c d => ?_⟩
    rw [← h, bellPairs_eq]
    simp only [Matrix.mulVec_smul, Matrix.mulVec_add, localOp_ket, Pi.smul_apply,
      Pi.add_apply, smul_eq_mul]
    change _ = 1 / 2 * (A 0 a 0 * A 1 b 0 * A 2 c 0 * A 3 d 0 +
      A 0 a 0 * A 1 b 0 * A 2 c 1 * A 3 d 1 + A 0 a 1 * A 1 b 1 * A 2 c 0 * A 3 d 0 +
      A 0 a 1 * A 1 b 1 * A 2 c 1 * A 3 d 1)
    ring
  have h1 : f 0 0 * g 0 0 = amp := (e 0 0 0 0).trans (by simp [ghz, ket])
  have h2 : f 1 1 * g 1 1 = amp := (e 1 1 1 1).trans (by simp [ghz, ket])
  have h3 : f 0 0 * g 1 1 = 0 := (e 0 0 1 1).trans (by simp [ghz, ket])
  -- a vanishing 2 by 2 minor contradicts the GHZ amplitudes
  have key : amp * amp = 0 := by
    linear_combination (-amp) * h1 - (f 0 0 * g 0 0) * h2 + (f 1 1 * g 0 0) * h3
  rw [amp_mul_amp] at key
  norm_num at key

/-- A 3 by 3 matrix that is a sum of two products of a column and a row has determinant zero. -/
theorem det_two_products (x y u v : Fin 3 → ℂ) :
    (Matrix.of fun i j => x i * u j + y i * v j).det = 0 := by
  simp only [Matrix.det_fin_three, Matrix.of_apply]
  ring

/-- No tensor product of four one-qubit operators, unitary or not, turns the GHZ vector into
the two Bell pairs. -/
theorem localOp_ghz_ne_bellPairs (A : Fin 4 → Matrix (Fin 2) (Fin 2) ℂ) :
    localOp A *ᵥ ghz ≠ bellPairs := by
  intro h
  -- across the cut 02|13 the image is a sum of two product terms
  obtain ⟨x, y, u, v, e⟩ : ∃ x y u v : Fin 2 → Fin 2 → ℂ,
      ∀ a b c d, x a c * u b d + y a c * v b d = bell a b * bell c d := by
    refine ⟨fun a c => amp * (A 0 a 0 * A 2 c 0), fun a c => amp * (A 0 a 1 * A 2 c 1),
      fun b d => A 1 b 0 * A 3 d 0, fun b d => A 1 b 1 * A 3 d 1, fun a b c d => ?_⟩
    change _ = bellPairs ![a, b, c, d]
    rw [← h, ghz]
    simp only [Matrix.mulVec_smul, Matrix.mulVec_add, localOp_ket, Pi.smul_apply,
      Pi.add_apply, smul_eq_mul]
    change _ = amp * (A 0 a 0 * A 1 b 0 * A 2 c 0 * A 3 d 0 +
      A 0 a 1 * A 1 b 1 * A 2 c 1 * A 3 d 1)
    ring
  let p : Fin 3 → Fin 2 := ![0, 0, 1]
  let q : Fin 3 → Fin 2 := ![0, 1, 0]
  -- for the Bell pairs the minor on the labels 00, 01, 10 is that of I/2
  have hM : (Matrix.of fun i j => x (p i) (q i) * u (p j) (q j) +
      y (p i) (q i) * v (p j) (q j)) = (1 / 2 : ℂ) • (1 : Matrix (Fin 3) (Fin 3) ℂ) := by
    ext i j
    refine (e (p i) (p j) (q i) (q j)).trans ?_
    fin_cases i <;> fin_cases j <;> simp [p, q, bell, amp_mul_amp]
  have hd := det_two_products (fun i => x (p i) (q i)) (fun i => y (p i) (q i))
    (fun j => u (p j) (q j)) (fun j => v (p j) (q j))
  rw [hM, Matrix.det_smul, Matrix.det_one] at hd
  norm_num at hd

/-- The GHZ vector and the two Bell pairs have all one-qubit reduced matrices equal to `I/2`,
yet no tensor product of four one-qubit unitaries maps either vector to the other. -/
theorem equal_marginals_not_locally_equivalent :
    (∀ k, marginal ghz k = (1 / 2 : ℂ) • 1 ∧ marginal bellPairs k = (1 / 2 : ℂ) • 1) ∧
    ∀ U : Fin 4 → Matrix.unitaryGroup (Fin 2) ℂ,
      localOp (fun k => (U k : Matrix (Fin 2) (Fin 2) ℂ)) *ᵥ ghz ≠ bellPairs ∧
      localOp (fun k => (U k : Matrix (Fin 2) (Fin 2) ℂ)) *ᵥ bellPairs ≠ ghz :=
  ⟨fun k => ⟨marginal_ghz k, marginal_bellPairs k⟩,
    fun _ => ⟨localOp_ghz_ne_bellPairs _, localOp_bellPairs_ne_ghz _⟩⟩

end

end FourQubitMarginals
```

```lean
#print axioms FourQubitMarginals.localOp_ghz_ne_bellPairs
-- 'FourQubitMarginals.localOp_ghz_ne_bellPairs' depends on axioms: [propext, Classical.choice, Quot.sound]
#print axioms FourQubitMarginals.equal_marginals_not_locally_equivalent
-- 'FourQubitMarginals.equal_marginals_not_locally_equivalent' depends on axioms: [propext, Classical.choice, Quot.sound]
```

## How the proof follows the calculation

**The marginals.** Lean cannot decide equalities of complex numbers by evaluation, but it can do so for finite sums of natural numbers. `marginal_of_pattern` makes use of this. It treats a vector of the form $c\,N(s)$ with $N(s)$ a natural number, and pulls $c\bar c$ out of the sum. What remains is the count `hN`, which must be $m$ on the diagonal and zero off it, and the normalisation `hc`, which is $c\bar c\,m=1/2$. In `marginal_ghz` the values are $c=1/\sqrt2$ and $m=1$; in `marginal_bellPairs` they are $c=1/2$, written `amp * amp`, and $m=2$. In both cases `decide +kernel` checks the count over all configurations.

**The images.** `bellPairs_eq` expands $B$ into its four basis vectors, and `localOp_ket` gives the image of a basis vector as a product of matrix columns. By linearity, `localOp_ket` then gives the image of $B$ from this expansion, and the image of $G$ directly from the definition of `ghz`.

**The 2 by 2 minor.** In `localOp_bellPairs_ne_ghz` the `obtain` step provides $f$ and $g$, and `ring` confirms the factorisation. The facts `h1`, `h2` and `h3` are the three amplitudes at 0000, 1111 and 0011. The `linear_combination` step is the regrouping of the product, and it yields `amp * amp = 0`, against `amp_mul_amp`.

**The 3 by 3 minor.** `det_two_products` proves by direct expansion that a sum of two column-times-row products has zero determinant in size three. In `localOp_ghz_ne_bellPairs`, the functions `p` and `q` list the labels 00, 01, 10, with `p` giving the first label and `q` the second. The equation `hM` identifies the selected block with half the identity by checking its nine entries. Its determinant would then be both $(1/2)^3$ and zero, which `norm_num` refutes.

**The combination.** The final theorem joins the marginals to the two exclusions, applied to the matrices underlying the unitaries. Unitarity itself is never used.
